# Raising a negative coupling to zero can lower the one-electron energy of the ground state

The theorem concerns a two-state model with Hamiltonian `H₀ + κ W`, in which the one-electron part `H₀` and the repulsion `W` are the same matrix, diag(0, 1). It states that the second basis state is a ground state at κ = −2, with energy −1, and that the first is one at κ = 0, with energy 0. Both states are normalised, and the expectation value of `H₀` is strictly smaller in the first than in the second. The proof computes the action of the Hamiltonian on a general vector, then shows by contradiction that a number `E` with `E ≤ 0` and `E ≤ 1 + c`, where `c` is the coupling, lies above no real eigenvalue.

The first attempt, which Lean rejects:

```lean
import Mathlib

open Matrix
open scoped ComplexOrder

namespace NegativeCouplingExample

variable {n : Type*} [Fintype n] [DecidableEq n]

/-- The real part of `x† A x`. For Hermitian `A` and normalised `x` this is the expectation value of
`A` in the state `x`. -/
def expect (A : Matrix n n ℂ) (x : n → ℂ) : ℝ := (star x ⬝ᵥ (A *ᵥ x)).re

/-- The Hamiltonian `H₀ + κ W` with the repulsion `W` at coupling strength `κ`. -/
def coupled (H₀ W : Matrix n n ℂ) (κ : ℝ) : Matrix n n ℂ := H₀ + (κ : ℂ) • W

/-- `x` is a normalised eigenvector of `H` with eigenvalue `E`, and no real eigenvalue of `H`
lies below `E`. -/
structure IsGroundState (H : Matrix n n ℂ) (E : ℝ) (x : n → ℂ) : Prop where
  unit : star x ⬝ᵥ x = 1
  eigen : H *ᵥ x = (E : ℂ) • x
  lowest : ∀ (E' : ℝ) (y : n → ℂ), y ≠ 0 → H *ᵥ y = (E' : ℂ) • y → E ≤ E'

/-- For `H₀ = W = diag(0, 1)`, raising the coupling from `-2` to `0` moves the ground state from
the second basis state to the first and lowers the one-electron energy. -/
theorem negative_coupling_example :
    let D : Matrix (Fin 2) (Fin 2) ℂ := !![0, 0; 0, 1]
    IsGroundState (coupled D D (-2)) (-1) ![0, 1] ∧
      IsGroundState (coupled D D 0) 0 ![1, 0] ∧ expect D ![1, 0] < expect D ![0, 1] := by
  intro D
  have key : ∀ (c : ℝ) (y : Fin 2 → ℂ),
      coupled D D c *ᵥ y = ![0, (1 + (c : ℂ)) * y 1] := by
    intro c y
    ext i
    fin_cases i <;> simp [D, coupled, Matrix.mulVec, dotProduct, Fin.sum_univ_two]
  -- the eigenvalues are `0` and `1 + c`, so a common lower bound bounds the spectrum
  have low : ∀ c E : ℝ, E ≤ 0 → E ≤ 1 + c → ∀ (E' : ℝ) (y : Fin 2 → ℂ), y ≠ 0 →
      coupled D D c *ᵥ y = (E' : ℂ) • y → E ≤ E' := by
    intro c E hE hc E' y hy h
    by_contra hlt
    have hlt' := not_le.mp hlt
    rw [key] at h
    have h0 : (0 : ℂ) = (E' : ℂ) * y 0 := congrFun h 0
    have h1 : (1 + (c : ℂ)) * y 1 = (E' : ℂ) * y 1 := congrFun h 1
    have n0 : (E' : ℂ) ≠ 0 := by
      exact_mod_cast (show E' ≠ 0 by linarith [hlt'] |> fun h : E' < 0 => h.ne)
    have n1 : 1 + (c : ℂ) - E' ≠ 0 := by
      have hp : 0 < 1 + c - E' := by linarith
      exact_mod_cast hp.ne'
    have y0 : y 0 = 0 := (mul_eq_zero.mp h0.symm).resolve_left n0
    have y1 : y 1 = 0 :=
      (mul_eq_zero.mp (show (1 + (c : ℂ) - E') * y 1 = 0 by
        linear_combination h1)).resolve_left n1
    apply hy
    ext i
    fin_cases i
    · exact y0
    · exact y1
  refine ⟨⟨?_, ?_, low _ _ (by norm_num) (by norm_num)⟩,
    ⟨?_, ?_, low _ _ (by norm_num) (by norm_num)⟩, ?_⟩
  · simp [dotProduct, Fin.sum_univ_two]
  · rw [key]
    ext i
    fin_cases i <;> norm_num
  · simp [dotProduct, Fin.sum_univ_two]
  · rw [key]
    ext i
    fin_cases i <;> simp
  · simp [D, expect, Matrix.mulVec, dotProduct, Fin.sum_univ_two]

end NegativeCouplingExample
```

The compiler's answer:

```
Main.lean:46:22: error: Type mismatch
  this
has type
  E' ≠ 0
but is expected to have type
  E' < 0
```

The contradiction argument supposes an eigenvalue `E'` below `E` and needs `E' ≠ 0`. The failing line means to prove `E' < 0` first and then to pass to `E' ≠ 0` with `h.ne`. But Lean reads everything before `|>` as one term, `show E' ≠ 0 by linarith [hlt']`, and hands that term to the function on the right. The function expects a proof of `E' < 0`, while the `show` term has type `E' ≠ 0`, and this is the mismatch reported. The `this` in the message is the name Lean gives to the fact stated by `show`.

The repair states `hn : E' < 0` as a separate step. `linarith` proves it from `E' < E` and `E ≤ 0`, both already in the context, so `hlt'` need not be passed to it explicitly. Then `hn.ne` has type `E' ≠ 0`, and `exact_mod_cast` carries this over to the complex numbers, as the goal requires.

The repair, with which the file compiles:

```diff
@@ -44,5 +44,6 @@
     have h1 : (1 + (c : ℂ)) * y 1 = (E' : ℂ) * y 1 := congrFun h 1
     have n0 : (E' : ℂ) ≠ 0 := by
-      exact_mod_cast (show E' ≠ 0 by linarith [hlt'] |> fun h : E' < 0 => h.ne)
+      have hn : E' < 0 := by linarith
+      exact_mod_cast hn.ne
     have n1 : 1 + (c : ℂ) - E' ≠ 0 := by
       have hp : 0 < 1 + c - E' := by linarith
```
